# Zero-field mean-field disorder is optimal exactly when no coupling eigenvalue exceeds the temperature

In a binary alloy with a surface, a defect or a layered structure, the sites are inequivalent, and each may have its own mean occupation. On cooling, some pattern of occupations may become favourable. The question is at what temperature the disordered state stops being the best one.

Let $m_i\in[-1,1]$ be the difference between the probabilities of the two species at site $i$, called a magnetization in the code by analogy with the Ising model. Inequivalent sites generally also feel different local fields, each favouring one species. Here all such fields are taken to vanish, and the overall composition is free to vary. With real symmetric couplings $J_{ij}$ and $T>0$ in energy units ($k_B=1$), the mean-field free energy of this simplified model is

$$F(m)=-\tfrac12\sum_{ij}J_{ij}m_im_j-T\sum_i s(m_i),$$

where $s(x)$ is the entropy $-p\ln p-(1-p)\ln(1-p)$ at $p=(1+x)/2$. The disordered state is $m=0$, with both species equally likely at every site. The claim is that it minimizes $F$ over the whole box if and only if every eigenvalue of $J$ is at most $T$.

## Two entropy bounds decide the competition

For $|x|<1$,

$$s'(x)=-\tfrac12\ln\frac{1+x}{1-x},\qquad s''(x)=-\frac1{1-x^2}.$$

The function $\ln2-x^2/2-s(x)$ vanishes at 0 with its slope, and its second derivative $1/(1-x^2)-1$ is positive for $0<x<1$. Since $s$ is even and continuous up to the endpoints,

$$s(x)<\ln2-\tfrac12x^2\qquad(0<|x|\le1).$$

Likewise, $s(x)-\ln2+x^2/2+x^4/2$ has second derivative $1+6x^2-1/(1-x^2)$. This is positive for $0<x<\tfrac12$, because $(1+6x^2)(1-x^2)-1=x^2(5-6x^2)$. Hence

$$s(x)\ge\ln2-\tfrac12x^2-\tfrac12x^4\qquad(|x|\le\tfrac12).$$

**No eigenvalue above $T$.** For $m\ne0$ the first bound gives

$$F(m)-F(0)>\tfrac12\,m\cdot(T-J)m=\tfrac12\sum_a(T-\mu_a)c_a^2\ge0,$$

with $c_a$ the components of $m$ along orthonormal eigenvectors of $J$ and $\mu_a$ their eigenvalues.

**An eigenvalue $\mu>T$.** Let $Jv=\mu v$, $v\neq0$, $S=\sum_iv_i^2$ and $m=\varepsilon v$ with $\varepsilon>0$. If $\varepsilon^2S<\tfrac14$, then $|m_i|\le\tfrac12$ and $m_i^4\le\varepsilon^2S\,m_i^2$, so

$$F(\varepsilon v)-F(0)\le-\tfrac12\varepsilon^2S\,(\mu-T-T\varepsilon^2S).$$

This is negative once also $\varepsilon^2S<(\mu-T)/T$.

Expanding $F$ to second order at $m=0$ gives the same threshold, but that alone would be a mistaken proof of optimality: it says nothing about distant states, and it is undecided at $\mu=T$. The first entropy bound settles both.

**Uniform total coupling.** Suppose $J_{ij}\ge0$ and $\sum_jJ_{ij}=z$ for every $i$. The uniform vector has eigenvalue $z$, and any eigenvector $v$ satisfies

$$\mu\sum_iv_i^2=\sum_{ij}J_{ij}v_iv_j\le\tfrac12\sum_{ij}J_{ij}(v_i^2+v_j^2)=z\sum_iv_i^2.$$

The condition therefore reduces to $z\le T$.

## The free energy in Lean

The sites form an arbitrary finite type `n`.

```lean
import Mathlib

open Matrix Set

namespace InhomogeneousOrdering

noncomputable section

variable {n : Type*} [Fintype n]
```

`Real.binEntropy` uses natural logarithms.

```lean
/-- Mixing entropy of one site with mean occupation variable `x` between -1 and 1. -/
def siteEntropy (x : ℝ) : ℝ := Real.binEntropy ((1 + x) / 2)
```

The double sum runs over ordered pairs, so the factor $\tfrac12$ counts each bond once. Diagonal couplings are allowed.

```lean
/-- Mean-field free energy of the site magnetizations `m` with couplings `J` at temperature `T`. -/
def freeEnergy (J : Matrix n n ℝ) (T : ℝ) (m : n → ℝ) : ℝ :=
  -(1 / 2) * ∑ i, ∑ j, J i j * m i * m j - T * ∑ i, siteEntropy (m i)
```

The comparison covers the whole box. There is no field and no constraint on the overall composition.

```lean
/-- The disordered state `m = 0` minimizes the free energy over all admissible magnetizations. -/
def DisorderIsOptimal (J : Matrix n n ℝ) (T : ℝ) : Prop :=
  ∀ m : n → ℝ, (∀ i, |m i| ≤ 1) → freeEnergy J T 0 ≤ freeEnergy J T m
```

## Bounding the site entropy

A function that starts at zero and has positive slope is positive. This lemma is applied twice for each bound, once to the function and once to its slope.

```lean
private theorem pos_of_deriv_pos {f f' : ℝ → ℝ} {a x : ℝ} (hc : ContinuousOn f (Icc 0 a))
    (h0 : f 0 = 0) (hd : ∀ y ∈ Ioo 0 a, HasDerivAt f (f' y) y)
    (hp : ∀ y ∈ Ioo 0 a, 0 < f' y) (hx : 0 < x) (hxa : x ≤ a) : 0 < f x := by
  have hm : StrictMonoOn f (Icc 0 a) := strictMonoOn_of_deriv_pos (convex_Icc 0 a) hc (by
    intro y hy
    rw [interior_Icc] at hy
    rw [(hd y hy).deriv]
    exact hp y hy)
  have h := hm ⟨le_rfl, hx.le.trans hxa⟩ ⟨hx.le, hxa⟩ hx
  linarith
```

The next two results supply the derivatives of $-s'$ and $s$ for $|x|<1$.

```lean
private theorem hasDerivAt_field {x : ℝ} (h1 : -1 < x) (h2 : x < 1) :
    HasDerivAt (fun y => (Real.log (1 + y) - Real.log (1 - y)) / 2) (1 / (1 - x ^ 2)) x := by
  have p1 : 1 + x ≠ 0 := (by linarith : (0 : ℝ) < 1 + x).ne'
  have p2 : 1 - x ≠ 0 := (by linarith : (0 : ℝ) < 1 - x).ne'
  have a := ((hasDerivAt_id' x).const_add 1).log p1
  have b := ((hasDerivAt_id' x).const_sub 1).log p2
  refine ((a.fun_sub b).div_const 2).congr_deriv ?_
  rw [show 1 - x ^ 2 = (1 + x) * (1 - x) by ring]
  field_simp
  ring

/-- The slope of the site entropy is minus the inverse hyperbolic tangent of the magnetization,
written with logarithms. -/
theorem hasDerivAt_siteEntropy {x : ℝ} (h1 : -1 < x) (h2 : x < 1) :
    HasDerivAt siteEntropy (-((Real.log (1 + x) - Real.log (1 - x)) / 2)) x := by
  have p1 : 1 + x ≠ 0 := (by linarith : (0 : ℝ) < 1 + x).ne'
  have p2 : 1 - x ≠ 0 := (by linarith : (0 : ℝ) < 1 - x).ne'
  have q0 : (1 + x) / 2 ≠ 0 := div_ne_zero p1 two_ne_zero
  have q1 : (1 + x) / 2 ≠ 1 := fun h => by linarith
  have h := (Real.hasDerivAt_binEntropy q0 q1).comp x
    (((hasDerivAt_id' x).const_add 1).div_const 2)
  refine HasDerivAt.congr_deriv h ?_
  rw [show 1 - (1 + x) / 2 = (1 - x) / 2 by ring, Real.log_div p2 two_ne_zero,
    Real.log_div p1 two_ne_zero]
  ring
```

The value at zero, evenness and continuity extend the estimates to negative $x$ and to the endpoints.

```lean
private theorem siteEntropy_zero : siteEntropy 0 = Real.log 2 := by
  unfold siteEntropy
  rw [show ((1 : ℝ) + 0) / 2 = 2⁻¹ by norm_num, Real.binEntropy_two_inv]

private theorem siteEntropy_neg (x : ℝ) : siteEntropy (-x) = siteEntropy x := by
  unfold siteEntropy
  rw [← Real.binEntropy_one_sub ((1 + x) / 2)]
  congr 1
  ring

private theorem continuous_siteEntropy : Continuous siteEntropy :=
  Real.binEntropy_continuous.comp (by fun_prop)
```

In both bounds, `key` treats positive arguments.

```lean
/-- For `0 < |x| ≤ 1`, the site entropy lies below `log 2` by more than `x ^ 2 / 2`. -/
theorem siteEntropy_lt {x : ℝ} (hx : x ≠ 0) (h1 : |x| ≤ 1) :
    siteEntropy x < Real.log 2 - x ^ 2 / 2 := by
  have key : ∀ y : ℝ, 0 < y → y ≤ 1 → 0 < Real.log 2 - y ^ 2 / 2 - siteEntropy y := by
    intro y hy hy1
    refine pos_of_deriv_pos (f := fun y => Real.log 2 - y ^ 2 / 2 - siteEntropy y)
      (f' := fun y => -y - -((Real.log (1 + y) - Real.log (1 - y)) / 2)) (a := 1)
      (Continuous.continuousOn (by have := continuous_siteEntropy; fun_prop))
      (by simp [siteEntropy_zero]) ?_ ?_ hy hy1
    · intro z hz
      have hq : HasDerivAt (fun y : ℝ => y ^ 2 / 2) z z := by
        simpa using (hasDerivAt_pow 2 z).div_const 2
      exact (hq.const_sub _).fun_sub (hasDerivAt_siteEntropy (by linarith [hz.1]) hz.2)
    · -- the slope is positive, by a second differentiation
      intro z hz
      have hd : ∀ w ∈ Icc 0 z, HasDerivAt
          (fun y => (Real.log (1 + y) - Real.log (1 - y)) / 2 - y) (1 / (1 - w ^ 2) - 1) w :=
        fun w hw => (hasDerivAt_field (by linarith [hw.1]) (by linarith [hw.2, hz.2])).fun_sub
          (hasDerivAt_id' w)
      have h := pos_of_deriv_pos (f' := fun w => 1 / (1 - w ^ 2) - 1)
        (fun w hw => (hd w hw).continuousAt.continuousWithinAt) (by simp)
        (fun w hw => hd w ⟨hw.1.le, hw.2.le⟩) (fun w hw => by
          have hw1 : w < 1 := hw.2.trans hz.2
          have hw0 : 0 < w := hw.1
          have : 1 < 1 / (1 - w ^ 2) := by
            rw [lt_div_iff₀ (by nlinarith)]
            nlinarith
          linarith) hz.1 le_rfl
      linarith
  rcases lt_or_gt_of_ne hx with h | h
  · have := key (-x) (by linarith) (by linarith [(abs_le.mp h1).1])
    rw [siteEntropy_neg, neg_sq] at this
    linarith
  · linarith [key x h (abs_le.mp h1).2]

/-- For magnetizations up to one half, the entropy loss is at most `x ^ 2 / 2 + x ^ 4 / 2`. -/
theorem le_siteEntropy {x : ℝ} (h1 : |x| ≤ 1 / 2) :
    Real.log 2 - x ^ 2 / 2 - x ^ 4 / 2 ≤ siteEntropy x := by
  have key : ∀ y : ℝ, 0 < y → y ≤ 1 / 2 →
      0 < siteEntropy y - Real.log 2 + (y ^ 2 / 2 + y ^ 4 / 2) := by
    intro y hy hy1
    refine pos_of_deriv_pos (f := fun y => siteEntropy y - Real.log 2 + (y ^ 2 / 2 + y ^ 4 / 2))
      (f' := fun y => -((Real.log (1 + y) - Real.log (1 - y)) / 2) + (y + 2 * y ^ 3))
      (a := 1 / 2) (Continuous.continuousOn (by have := continuous_siteEntropy; fun_prop))
      (by simp [siteEntropy_zero]) ?_ ?_ hy hy1
    · intro z hz
      have hq : HasDerivAt (fun y : ℝ => y ^ 2 / 2 + y ^ 4 / 2) (z + 2 * z ^ 3) z :=
        (((hasDerivAt_pow 2 z).div_const 2).fun_add
          ((hasDerivAt_pow 4 z).div_const 2)).congr_deriv (by norm_num; ring)
      exact ((hasDerivAt_siteEntropy (by linarith [hz.1]) (by linarith [hz.2])).sub_const
        _).fun_add hq
    · intro z hz
      have hd : ∀ w ∈ Icc 0 z, HasDerivAt
          (fun y => y + 2 * y ^ 3 - (Real.log (1 + y) - Real.log (1 - y)) / 2)
          (1 + 6 * w ^ 2 - 1 / (1 - w ^ 2)) w := by
        intro w hw
        have hq : HasDerivAt (fun y : ℝ => y + 2 * y ^ 3) (1 + 6 * w ^ 2) w :=
          ((hasDerivAt_id' w).fun_add ((hasDerivAt_pow 3 w).const_mul 2)).congr_deriv
            (by norm_num; ring)
        exact hq.fun_sub (hasDerivAt_field (by linarith [hw.1]) (by linarith [hw.2, hz.2]))
      have h := pos_of_deriv_pos (f' := fun w => 1 + 6 * w ^ 2 - 1 / (1 - w ^ 2))
        (fun w hw => (hd w hw).continuousAt.continuousWithinAt) (by simp)
        (fun w hw => hd w ⟨hw.1.le, hw.2.le⟩) (fun w hw => by
          have hw0 : 0 < w ^ 2 := pow_pos hw.1 2
          have hw1 : w ^ 2 < 1 / 4 := by nlinarith [hw.1, hw.2, hz.2]
          have : 1 / (1 - w ^ 2) < 1 + 6 * w ^ 2 := by
            rw [div_lt_iff₀ (by linarith)]
            nlinarith [mul_pos hw0 (by linarith : 0 < 5 - 6 * w ^ 2)]
          linarith) hz.1 le_rfl
      linarith
  rcases lt_trichotomy x 0 with h | h | h
  · have := key (-x) (by linarith) (by linarith [(abs_le.mp h1).1])
    rw [siteEntropy_neg, neg_sq, show (-x) ^ 4 = x ^ 4 by ring] at this
    linarith
  · simp [h, siteEntropy_zero]
  · linarith [key x h (abs_le.mp h1).2]
```

## From eigenvalues to the minimum

These identities rewrite the sums as dot products and evaluate $F(0)$.

```lean
private theorem bond_eq (J : Matrix n n ℝ) (m : n → ℝ) :
    ∑ i, ∑ j, J i j * m i * m j = m ⬝ᵥ J *ᵥ m := by
  simp only [dotProduct, mulVec, Finset.mul_sum]
  exact Finset.sum_congr rfl fun i _ => Finset.sum_congr rfl fun j _ => by ring

private theorem sq_eq (m : n → ℝ) : m ⬝ᵥ m = ∑ i, m i ^ 2 :=
  Finset.sum_congr rfl fun i _ => by ring

private theorem freeEnergy_zero (J : Matrix n n ℝ) (T : ℝ) :
    freeEnergy J T 0 = -(T * ∑ _i : n, Real.log 2) := by
  simp [freeEnergy, siteEntropy_zero]
```

An eigenvalue is expressed as a number `μ` with `J *ᵥ v = μ • v` for some nonzero `v`. An eigenvalue $\lambda$ of $T-J$ gives the eigenvalue $T-\lambda$ of $J$, so the hypothesis makes $T-J$ positive semidefinite. One nonzero $m_i$ makes the summed entropy bound strict, which gives uniqueness even at equality.

```lean
/-- If no eigenvalue of the symmetric coupling matrix exceeds `T`, every admissible magnetized state
has a strictly higher free energy than the disordered state. -/
theorem disorder_unique {J : Matrix n n ℝ} (hJ : J.IsSymm) {T : ℝ} (hT : 0 < T)
    (h : ∀ (μ : ℝ) (v : n → ℝ), v ≠ 0 → J *ᵥ v = μ • v → μ ≤ T)
    {m : n → ℝ} (hm : ∀ i, |m i| ≤ 1) (hm0 : m ≠ 0) :
    freeEnergy J T 0 < freeEnergy J T m := by
  classical
  -- the matrix T - J is positive semidefinite
  have hA : (T • (1 : Matrix n n ℝ) - J).IsHermitian := by
    simp [Matrix.IsHermitian, Matrix.conjTranspose_eq_transpose_of_trivial, hJ.eq]
  have hP : (T • (1 : Matrix n n ℝ) - J).PosSemidef := by
    refine hA.posSemidef_iff_eigenvalues_nonneg.mpr fun j => ?_
    have hw := hA.mulVec_eigenvectorBasis j
    have hne : (hA.eigenvectorBasis j).ofLp ≠ 0 := fun h0 =>
      hA.eigenvectorBasis.orthonormal.ne_zero j (by ext i; exact congrFun h0 i)
    rw [Matrix.sub_mulVec, Matrix.smul_mulVec, Matrix.one_mulVec] at hw
    have := h (T - hA.eigenvalues j) _ hne (by rw [sub_smul, ← hw, sub_sub_cancel])
    change 0 ≤ hA.eigenvalues j
    linarith
  have hq := hP.dotProduct_mulVec_nonneg m
  rw [star_trivial, Matrix.sub_mulVec, Matrix.smul_mulVec, Matrix.one_mulVec, dotProduct_sub,
    dotProduct_smul, smul_eq_mul, sq_eq, ← bond_eq] at hq
  -- the entropy loss beats the quadratic form
  obtain ⟨k, hk⟩ := Function.ne_iff.mp hm0
  have hs : ∑ i, siteEntropy (m i) < ∑ i, (Real.log 2 - m i ^ 2 / 2) := by
    refine Finset.sum_lt_sum (fun i _ => ?_) ⟨k, Finset.mem_univ k, siteEntropy_lt hk (hm k)⟩
    by_cases hi : m i = 0
    · simp [hi, siteEntropy_zero]
    · exact (siteEntropy_lt hi (hm i)).le
  rw [Finset.sum_sub_distrib, ← Finset.sum_div] at hs
  have := mul_lt_mul_of_pos_left hs hT
  rw [freeEnergy_zero]
  unfold freeEnergy
  linarith
```

The converse takes $\varepsilon_0=\sqrt{\min(1/4,(\mu-T)/T)/S}$; `hgain` states that twice the gain in the hand estimate is positive.

```lean
/-- A coupling eigenmode with eigenvalue above `T` lowers the free energy below that of the
disordered state at every sufficiently small positive amplitude. -/
theorem ordering_mode {J : Matrix n n ℝ} {T μ : ℝ} (hT : 0 < T) {v : n → ℝ} (hv : v ≠ 0)
    (he : J *ᵥ v = μ • v) (hμ : T < μ) :
    ∃ ε₀ : ℝ, 0 < ε₀ ∧ ∀ ε : ℝ, 0 < ε → ε < ε₀ →
      (∀ i, |(ε • v) i| ≤ 1) ∧ freeEnergy J T (ε • v) < freeEnergy J T 0 := by
  obtain ⟨k, hk⟩ := Function.ne_iff.mp hv
  have hle : ∀ i, v i ^ 2 ≤ ∑ i, v i ^ 2 := fun i =>
    Finset.single_le_sum (f := fun i => v i ^ 2) (fun j _ => sq_nonneg _) (Finset.mem_univ i)
  have hS : 0 < ∑ i, v i ^ 2 := lt_of_lt_of_le (pow_pos (abs_pos.mpr hk) 2 |>.trans_eq
    (sq_abs _)) (hle k)
  have hb : ∑ i, ∑ j, J i j * v i * v j = μ * ∑ i, v i ^ 2 := by
    rw [bond_eq, he, dotProduct_smul, smul_eq_mul, sq_eq]
  obtain ⟨S, hSd⟩ : ∃ S : ℝ, ∑ i, v i ^ 2 = S := ⟨_, rfl⟩
  simp only [hSd] at hle hS hb
  have hδ : 0 < min (1 / 4) ((μ - T) / T) :=
    lt_min (by norm_num) (div_pos (by linarith) hT)
  refine ⟨√(min (1 / 4) ((μ - T) / T) / S), Real.sqrt_pos.mpr (div_pos hδ hS),
    fun ε h0 h1 => ?_⟩
  have h2 := (Real.lt_sqrt h0.le).mp h1
  rw [lt_div_iff₀ hS] at h2
  have h3 : ε ^ 2 * S < 1 / 4 := h2.trans_le (min_le_left _ _)
  have h4 : ε ^ 2 * S < (μ - T) / T := h2.trans_le (min_le_right _ _)
  rw [lt_div_iff₀ hT] at h4
  have hi : ∀ i, (ε * v i) ^ 2 ≤ ε ^ 2 * S := fun i => by
    rw [mul_pow]
    exact mul_le_mul_of_nonneg_left (hle i) (sq_nonneg ε)
  have habs : ∀ i, |ε * v i| ≤ 1 / 2 := fun i =>
    abs_le.mpr ⟨by nlinarith [hi i], by nlinarith [hi i]⟩
  refine ⟨fun i => (habs i).trans (by norm_num), ?_⟩
  -- the entropy loss is at most the quadratic term times 1 + ε ^ 2 * S
  have hs : ∑ i, (Real.log 2 - ε ^ 2 / 2 * (1 + ε ^ 2 * S) * v i ^ 2)
      ≤ ∑ i, siteEntropy (ε * v i) := by
    refine Finset.sum_le_sum fun i _ => ?_
    have a := le_siteEntropy (habs i)
    have b := mul_le_mul_of_nonneg_right (hi i) (sq_nonneg (ε * v i))
    nlinarith
  rw [Finset.sum_sub_distrib, ← Finset.mul_sum, hSd] at hs
  have hs' := mul_le_mul_of_nonneg_left hs hT.le
  have hbε : ∑ i, ∑ j, J i j * (ε * v i) * (ε * v j) = ε ^ 2 * (μ * S) := by
    rw [← hb, Finset.mul_sum]
    refine Finset.sum_congr rfl fun i _ => ?_
    rw [Finset.mul_sum]
    exact Finset.sum_congr rfl fun j _ => by ring
  have hgain : 0 < ε ^ 2 * S * (μ - T - ε ^ 2 * S * T) :=
    mul_pos (mul_pos (pow_pos h0 2) hS) (by linarith)
  rw [freeEnergy_zero]
  simp only [freeEnergy, Pi.smul_apply, smul_eq_mul]
  rw [hbε]
  linarith
```

The equivalence combines the two results, testing the unstable mode at amplitude $\varepsilon_0/2$.

```lean
/-- The disordered state is a global minimum of the mean-field free energy exactly when every
eigenvalue of the symmetric coupling matrix is at most the temperature. -/
theorem disorderIsOptimal_iff {J : Matrix n n ℝ} (hJ : J.IsSymm) {T : ℝ} (hT : 0 < T) :
    DisorderIsOptimal J T ↔
      ∀ (μ : ℝ) (v : n → ℝ), v ≠ 0 → J *ᵥ v = μ • v → μ ≤ T := by
  constructor
  · intro h μ v hv he
    by_contra hμ
    obtain ⟨ε₀, hpos, hε⟩ := ordering_mode hT hv he (not_le.mp hμ)
    obtain ⟨hbox, hlt⟩ := hε (ε₀ / 2) (by linarith) (by linarith)
    exact absurd (h _ hbox) (not_le_of_gt hlt)
  · intro h m hm
    by_cases hm0 : m = 0
    · rw [hm0]
    · exact (disorder_unique hJ hT h hm hm0).le
```

For a finite alloy model with pair couplings, no site fields and free composition, treated in this mean-field approximation, the largest eigenvalue of $J$, if positive, is thus the temperature below which disorder stops being optimal. The sharp threshold comes from the approximation: treated exactly, the finite model has $m_i=0$ at every site for all $T>0$, because exchanging the two species leaves its energy unchanged. In an infinite crystal with a true ordering transition, the neglected correlations generally shift its temperature.

The uniform case needs at least one site. In `h3`, the square $(v_i-v_j)^2$ is weighted by a nonnegative coupling.

```lean
/-- For symmetric nonnegative couplings with the same total coupling `z` at every site, the
disordered state is optimal exactly when `z` is at most the temperature. -/
theorem disorderIsOptimal_iff_of_uniform [Nonempty n] {J : Matrix n n ℝ} (hJ : J.IsSymm)
    (hpos : ∀ i j, 0 ≤ J i j) {z T : ℝ} (hz : ∀ i, ∑ j, J i j = z) (hT : 0 < T) :
    DisorderIsOptimal J T ↔ z ≤ T := by
  rw [disorderIsOptimal_iff hJ hT]
  constructor
  · -- the uniform mode has eigenvalue z
    intro h
    refine h z (fun _ => 1) (fun h0 => ?_) ?_
    · exact one_ne_zero (congrFun h0 (Classical.arbitrary n))
    · ext i
      simp [mulVec, dotProduct, hz]
  · intro hzT μ v hv he
    obtain ⟨k, hk⟩ := Function.ne_iff.mp hv
    have hS : 0 < ∑ i, v i ^ 2 := Finset.sum_pos' (fun i _ => sq_nonneg _)
      ⟨k, Finset.mem_univ k, (pow_pos (abs_pos.mpr hk) 2).trans_eq (sq_abs _)⟩
    have hb : ∑ i, ∑ j, J i j * v i * v j = μ * ∑ i, v i ^ 2 := by
      rw [bond_eq, he, dotProduct_smul, smul_eq_mul, sq_eq]
    have h1 : ∑ i, ∑ j, J i j * v i ^ 2 = z * ∑ i, v i ^ 2 := by
      simp only [← Finset.sum_mul, hz, ← Finset.mul_sum]
    have h2 : ∑ i, ∑ j, J i j * v j ^ 2 = z * ∑ i, v i ^ 2 := by
      rw [Finset.sum_comm, ← h1]
      exact Finset.sum_congr rfl fun i _ => Finset.sum_congr rfl fun j _ => by
        rw [hJ.apply i j]
    have h3 : ∑ i, ∑ j, 2 * (J i j * v i * v j)
        ≤ ∑ i, ∑ j, (J i j * v i ^ 2 + J i j * v j ^ 2) :=
      Finset.sum_le_sum fun i _ => Finset.sum_le_sum fun j _ => by
        nlinarith [mul_nonneg (hpos i j) (sq_nonneg (v i - v j))]
    simp only [Finset.sum_add_distrib, ← Finset.mul_sum] at h3
    rw [hb, h1, h2] at h3
    exact (le_of_mul_le_mul_right (by linarith) hS : μ ≤ z).trans hzT

end

end InhomogeneousOrdering
```

Without `hpos` this criterion fails. Two sites with $J_{12}=J_{21}=-1$ and zero diagonal have $z=-1$, yet the alternating mode $(1,-1)$ has eigenvalue $1$. At $T=\tfrac12$ we have $z\le T$, but disorder is not optimal.

```lean
#print axioms InhomogeneousOrdering.disorderIsOptimal_iff
#print axioms InhomogeneousOrdering.disorderIsOptimal_iff_of_uniform
```

```
'InhomogeneousOrdering.disorderIsOptimal_iff' depends on axioms: [propext, Classical.choice, Quot.sound]
'InhomogeneousOrdering.disorderIsOptimal_iff_of_uniform' depends on axioms: [propext, Classical.choice, Quot.sound]
```
